# Momentum matrix elements with a separable nonlocal potential: the length form minus a commutator term

For one electron in a local potential, the strength of an electric-dipole transition between stationary states u and v, with different energies E_u and E_v, can be computed from the dipole element ⟨u, x v⟩ or from the momentum element ⟨u, p v⟩, where x and p are one Cartesian component of position and momentum. In units ħ = m = 1, take H₀ = p²/2 + U(x) with a local potential U, written here for one dimension; in three dimensions the kinetic terms of the other two components commute with x and leave the commutator below unchanged. The potential commutes with x, and [x, p] = i gives [p²/2, x] = −ip, so

[H₀, x] = −ip,

and, provided H₀ is symmetric on a domain that contains u, v and xv, eigenstates of H₀ obey ⟨u, p v⟩ = i(E_u − E_v)⟨u, x v⟩. The right-hand side is called the length form below. Separable pseudopotentials add terms that act by overlap with a fixed function χ, and these need not commute with x. The question is what then relates the two matrix elements.

## The corrected relation

Let P_χ w = ⟨χ, w⟩χ for a vector w, and H = H₀ + cP_χ. The real constant c is the strength of the nonlocal term: it raises (c > 0) or lowers (c < 0) the energy expectation value of any state w that overlaps χ, since ⟨w, Hw⟩ = ⟨w, H₀w⟩ + c|⟨χ, w⟩|². If H₀ is symmetric, [H₀, x] = −ip, and Hu = E_u u, Hv = E_v v with real energies, then

⟨u, p v⟩ = i(E_u − E_v)⟨u, x v⟩ − ic(⟨u, χ⟩⟨χ, x v⟩ − ⟨u, xχ⟩⟨χ, v⟩).

The first step holds for any symmetric H. Letting H act to the left on u and to the right on v,

⟨u, H x v⟩ = ⟨Hu, x v⟩ = E_u⟨u, x v⟩,  ⟨u, x H v⟩ = E_v⟨u, x v⟩,

where the reality of E_u removes the complex conjugate. The difference is the off-diagonal hypervirial relation

⟨u, [H, x] v⟩ = (E_u − E_v)⟨u, x v⟩.

Now let H = H₀ + V with V symmetric. Then [H, x] = −ip + [V, x], so

−i⟨u, p v⟩ + ⟨u, [V, x] v⟩ = (E_u − E_v)⟨u, x v⟩,

and multiplication by i gives

⟨u, p v⟩ = i(E_u − E_v)⟨u, x v⟩ − i⟨u, [V, x] v⟩.

For V = cP_χ and any vectors a, b, symmetry follows from

⟨Va, b⟩ = (c⟨χ, a⟩)*⟨χ, b⟩ = c⟨a, χ⟩⟨χ, b⟩ = ⟨a, Vb⟩,

with * the complex conjugate. The commutator acts as

[V, x]v = c⟨χ, x v⟩χ − c⟨χ, v⟩xχ,

and its inner product with u is c times the bracket in the claim.

For finitely many functions χ_i and a Hermitian matrix D of coupling strengths, V = Σ_ij D_ij |χ_i⟩⟨χ_j| sends w to Σ_ij D_ij⟨χ_j, w⟩χ_i. Exchanging the names of i and j and using (D_ji)* = D_ij,

⟨Va, b⟩ = Σ_ij (D_ij)*⟨a, χ_j⟩⟨χ_i, b⟩ = Σ_ij D_ij⟨a, χ_i⟩⟨χ_j, b⟩ = ⟨a, Vb⟩,

and the same expansion of the commutator yields

⟨u, p v⟩ = i(E_u − E_v)⟨u, x v⟩ − i Σ_ij D_ij(⟨u, χ_i⟩⟨χ_j, x v⟩ − ⟨u, xχ_i⟩⟨χ_j, v⟩).

None of this uses symmetry of x. It enters for v = u in the rank-one case. The length form vanishes, and with z = ⟨u, χ⟩⟨χ, x u⟩ symmetry gives ⟨u, xχ⟩⟨χ, u⟩ = ⟨x u, χ⟩⟨χ, u⟩ = z*. Hence

⟨u, p u⟩ = −ic(z − z*) = 2c Im(⟨u, χ⟩⟨χ, x u⟩).

For an ordinary one-electron eigenvalue problem on a space where x acts, with a separable pseudopotential and a remainder H₀ obeying [H₀, x] = −ip (kinetic energy plus a local potential), the commutator sum is what separates momentum elements from the length form. Other terms that need not commute with x, such as Fock exchange, contribute their own commutator, and in a truncated basis the relation [H₀, x] = −ip need not hold for the momentum.

## Operators on an inner-product space

The state space `E` is a complex inner-product space of any dimension. Lean's `⟪u, v⟫_ℂ` is conjugate-linear in the first slot, as in Dirac notation.

```lean
import Mathlib

open Complex
open scoped InnerProductSpace

namespace NonlocalMomentum

noncomputable section

variable {E : Type*} [NormedAddCommGroup E] [InnerProductSpace ℂ E]
```

Operators are elements of `Module.End ℂ E`, linear maps defined on all of `E` with no boundedness required, and their product is composition. Since `E` need not be complete, it may be read as a domain that H₀, x and p all map into itself and that contains χ, u and v. Whether a given continuum Hamiltonian has such a domain containing its eigenfunctions is a separate question that the theorems leave open. Lattice-periodic functions, which x does not map into themselves, are not covered, and neither are generalised eigenvalue problems with an overlap operator.

```lean
/-- The commutator `[A, B] = A B - B A` of two operators. -/
def comm (A B : Module.End ℂ E) : Module.End ℂ E := A * B - B * A
```

The operator `ketBra a b` is |a⟩⟨b|; its two proof fields are linearity of the inner product in the second slot.

```lean
/-- The rank-one operator `|a⟩⟨b|`, sending `w` to `⟨b, w⟩ a`. -/
def ketBra (a b : E) : Module.End ℂ E where
  toFun w := ⟪b, w⟫_ℂ • a
  map_add' w w' := by rw [inner_add_right, add_smul]
  map_smul' z w := by simp [smul_smul]
```

In `hamiltonian` the strength has type `ℝ`. The vector χ is not normalised, so `ketBra χ χ` is ‖χ‖² times the orthogonal projector onto a nonzero χ.

```lean
/-- The Hamiltonian `H₀ + c |χ⟩⟨χ|` with one nonlocal term of real strength `c`. -/
def hamiltonian (H₀ : Module.End ℂ E) (c : ℝ) (χ : E) : Module.End ℂ E :=
  H₀ + (c : ℂ) • ketBra χ χ
```

The potential `separable D χ` is the double sum over a finite index type `ι`. The χ_i need be neither orthogonal nor independent.

```lean
/-- The separable nonlocal potential `∑ᵢⱼ Dᵢⱼ |χᵢ⟩⟨χⱼ|` built from finitely many
projector functions. -/
def separable {ι : Type*} [Fintype ι] (D : Matrix ι ι ℂ) (χ : ι → E) : Module.End ℂ E :=
  ∑ i, ∑ j, D i j • ketBra (χ i) (χ j)
```

## Hypervirial relation and the split commutator

`H.IsSymmetric` says ⟨Ha, b⟩ = ⟨a, Hb⟩ for all a, b in `E`; self-adjointness is not asked for. The energies `Eu`, `Ev` are real by type. The vectors u and v are not normalised and may be zero, in which case both sides vanish. In the proof `h1` moves H onto u, `hv` handles the other term, and `ring` collects the factor.

```lean
/-- Off-diagonal hypervirial relation: between eigenvectors of a symmetric `H` with real
energies, `⟨u, [H, x] v⟩ = (Eu - Ev) ⟨u, x v⟩`. -/
theorem hypervirial {H : Module.End ℂ E} (x : Module.End ℂ E) (hH : H.IsSymmetric)
    {u v : E} {Eu Ev : ℝ} (hu : H u = (Eu : ℂ) • u) (hv : H v = (Ev : ℂ) • v) :
    ⟪u, comm H x v⟫_ℂ = ((Eu : ℂ) - Ev) * ⟪u, x v⟫_ℂ := by
  -- let `H` act to the left on `u`
  have h1 : ⟪u, H (x v)⟫_ℂ = (Eu : ℂ) * ⟪u, x v⟫_ℂ := by
    rw [← hH u (x v), hu, inner_smul_left, Complex.conj_ofReal]
  simp only [comm, LinearMap.sub_apply, Module.End.mul_apply, hv, map_smul,
    inner_sub_right, inner_smul_right, h1]
  ring
```

The hypothesis `hc` is [H₀, x] = −ip. It is assumed, not derived from p²/2 + U(x), and [x, p] = i appears nowhere. It fixes p = i[H₀, x], the velocity operator of H₀, which is the momentum in the continuum model and is equally meaningful on a finite lattice. Step `e` splits the commutator, and `linear_combination` multiplies by i and uses i² = −1.

```lean
/-- If `[H₀, x] = -i p` and `H₀`, `V` are symmetric, eigenvectors of `H₀ + V` satisfy
`⟨u, p v⟩ = i (Eu - Ev) ⟨u, x v⟩ - i ⟨u, [V, x] v⟩`. -/
theorem momentum_general {H₀ V x p : Module.End ℂ E} (hH₀ : H₀.IsSymmetric)
    (hV : V.IsSymmetric) (hc : comm H₀ x = (-I) • p) {u v : E} {Eu Ev : ℝ}
    (hu : (H₀ + V) u = (Eu : ℂ) • u) (hv : (H₀ + V) v = (Ev : ℂ) • v) :
    ⟪u, p v⟫_ℂ = I * ((Eu : ℂ) - Ev) * ⟪u, x v⟫_ℂ - I * ⟪u, comm V x v⟫_ℂ := by
  have h := hypervirial x (hH₀.add hV) hu hv
  -- split the commutator of the full Hamiltonian
  have e : comm (H₀ + V) x = (-I) • p + comm V x := by
    rw [← hc]
    unfold comm
    noncomm_ring
  rw [e, LinearMap.add_apply, inner_add_right, LinearMap.smul_apply, inner_smul_right] at h
  linear_combination I * h + ⟪u, p v⟫_ℂ * Complex.I_mul_I
```

## Separable potentials

The action on a vector comes first.

```lean
/-- The separable potential sends `w` to `∑ᵢⱼ Dᵢⱼ ⟨χⱼ, w⟩ χᵢ`. -/
theorem separable_apply {ι : Type*} [Fintype ι] (D : Matrix ι ι ℂ) (χ : ι → E) (w : E) :
    separable D χ w = ∑ i, ∑ j, (D i j * ⟪χ j, w⟫_ℂ) • χ i := by
  simp [separable, LinearMap.sum_apply, ketBra, smul_smul]
```

For symmetry, `Finset.sum_comm` is the exchange of i and j, and `h` is (D_ji)* = D_ij.

```lean
/-- A separable potential with a Hermitian coefficient matrix is a symmetric operator. -/
theorem separable_isSymmetric {ι : Type*} [Fintype ι] {D : Matrix ι ι ℂ}
    (hD : D.IsHermitian) (χ : ι → E) : (separable D χ).IsSymmetric := by
  intro a b
  simp only [separable_apply, sum_inner, inner_sum, inner_smul_left, inner_smul_right]
  rw [Finset.sum_comm]
  refine Finset.sum_congr rfl fun i _ => Finset.sum_congr rfl fun j _ => ?_
  have h : starRingEnd ℂ (D j i) = D i j := hD.apply i j
  rw [map_mul, inner_conj_symm, h]
  ring
```

The many-projector formula applies `momentum_general` and expands ⟨u, [V, x] v⟩ term by term in `e`.

```lean
/-- For `H = H₀ + ∑ᵢⱼ Dᵢⱼ |χᵢ⟩⟨χⱼ|` with `H₀` symmetric, `D` Hermitian and `[H₀, x] = -i p`,
the matrix element of `p` between eigenvectors is `i (Eu - Ev) ⟨u, x v⟩` minus
`i ∑ᵢⱼ Dᵢⱼ (⟨u, χᵢ⟩⟨χⱼ, x v⟩ - ⟨u, x χᵢ⟩⟨χⱼ, v⟩)`. -/
theorem momentum_separable {ι : Type*} [Fintype ι] {H₀ x p : Module.End ℂ E}
    {D : Matrix ι ι ℂ} {χ : ι → E} (hH₀ : H₀.IsSymmetric) (hD : D.IsHermitian)
    (hc : comm H₀ x = (-I) • p) {u v : E} {Eu Ev : ℝ}
    (hu : (H₀ + separable D χ) u = (Eu : ℂ) • u)
    (hv : (H₀ + separable D χ) v = (Ev : ℂ) • v) :
    ⟪u, p v⟫_ℂ = I * ((Eu : ℂ) - Ev) * ⟪u, x v⟫_ℂ
      - I * ∑ i, ∑ j, D i j *
          (⟪u, χ i⟫_ℂ * ⟪χ j, x v⟫_ℂ - ⟪u, x (χ i)⟫_ℂ * ⟪χ j, v⟫_ℂ) := by
  rw [momentum_general hH₀ (separable_isSymmetric hD χ) hc hu hv]
  -- expand `⟨u, [V, x] v⟩` term by term
  have e : ⟪u, comm (separable D χ) x v⟫_ℂ = ∑ i, ∑ j, D i j *
      (⟪u, χ i⟫_ℂ * ⟪χ j, x v⟫_ℂ - ⟪u, x (χ i)⟫_ℂ * ⟪χ j, v⟫_ℂ) := by
    simp only [comm, LinearMap.sub_apply, Module.End.mul_apply, separable_apply, map_sum,
      map_smul, inner_sub_right, inner_sum, inner_smul_right, ← Finset.sum_sub_distrib]
    refine Finset.sum_congr rfl fun i _ => Finset.sum_congr rfl fun j _ => ?_
    ring
  rw [e]
```

## One projector

The theorem `momentum_rank_one` is the relation claimed at the start, with no hypothesis on x beyond `hc`. It is proved directly from `momentum_general`: `happ` gives Vw = c⟨χ, w⟩χ, `hV` is the symmetry computation, where `Complex.conj_ofReal` uses that c is real, and the last lines expand the commutator.

```lean
/-- For `H = H₀ + c |χ⟩⟨χ|` with `H₀` symmetric and `[H₀, x] = -i p`, eigenvectors satisfy
`⟨u, p v⟩ = i (Eu - Ev) ⟨u, x v⟩ - i c (⟨u, χ⟩⟨χ, x v⟩ - ⟨u, x χ⟩⟨χ, v⟩)`. -/
theorem momentum_rank_one {H₀ x p : Module.End ℂ E} {c : ℝ} {χ : E}
    (hH₀ : H₀.IsSymmetric) (hc : comm H₀ x = (-I) • p) {u v : E} {Eu Ev : ℝ}
    (hu : hamiltonian H₀ c χ u = (Eu : ℂ) • u) (hv : hamiltonian H₀ c χ v = (Ev : ℂ) • v) :
    ⟪u, p v⟫_ℂ = I * ((Eu : ℂ) - Ev) * ⟪u, x v⟫_ℂ
      - I * c * (⟪u, χ⟫_ℂ * ⟪χ, x v⟫_ℂ - ⟪u, x χ⟫_ℂ * ⟪χ, v⟫_ℂ) := by
  have happ : ∀ w, ((c : ℂ) • ketBra χ χ) w = ((c : ℂ) * ⟪χ, w⟫_ℂ) • χ := by
    intro w
    rw [LinearMap.smul_apply, ← smul_smul]
    rfl
  -- a real strength makes the nonlocal term symmetric
  have hV : ((c : ℂ) • ketBra χ χ).IsSymmetric := by
    intro a b
    rw [happ, happ, inner_smul_left, inner_smul_right, map_mul, inner_conj_symm,
      Complex.conj_ofReal]
    ring
  rw [momentum_general hH₀ hV hc hu hv]
  simp only [comm, LinearMap.sub_apply, Module.End.mul_apply, happ, map_smul,
    inner_sub_right, inner_smul_right]
  ring
```

The diagonal case adds `hx`. Steps `h1` and `h2` write ⟨u, xχ⟩ and ⟨χ, u⟩ as conjugates of ⟨χ, x u⟩ and ⟨u, χ⟩; the inner products are then replaced by arbitrary complex numbers and real and imaginary parts compared. For unnormalised u the left side is ‖u‖² times the expectation value of p. The theorem gives the value and does not assert that it is nonzero.

```lean
/-- If `H₀` and `x` are symmetric and `[H₀, x] = -i p`, an eigenvector `u` of `H₀ + c |χ⟩⟨χ|` has
`⟨u, p u⟩ = 2 c Im (⟨u, χ⟩⟨χ, x u⟩)`. -/
theorem momentum_expectation {H₀ x p : Module.End ℂ E} {c : ℝ} {χ : E}
    (hH₀ : H₀.IsSymmetric) (hx : x.IsSymmetric) (hc : comm H₀ x = (-I) • p)
    {u : E} {Eu : ℝ} (hu : hamiltonian H₀ c χ u = (Eu : ℂ) • u) :
    ⟪u, p u⟫_ℂ = ((2 * c * (⟪u, χ⟫_ℂ * ⟪χ, x u⟫_ℂ).im : ℝ) : ℂ) := by
  rw [momentum_rank_one hH₀ hc hu hu]
  -- the second nonlocal term is the conjugate of the first
  have h1 : ⟪u, x χ⟫_ℂ = starRingEnd ℂ ⟪χ, x u⟫_ℂ := by
    rw [inner_conj_symm, hx u χ]
  have h2 : ⟪χ, u⟫_ℂ = starRingEnd ℂ ⟪u, χ⟫_ℂ := (inner_conj_symm χ u).symm
  rw [h1, h2]
  generalize ⟪u, χ⟫_ℂ = a
  generalize ⟪χ, x u⟫_ℂ = b
  generalize ⟪u, x u⟫_ℂ = d
  apply Complex.ext <;>
    simp only [Complex.mul_re, Complex.mul_im, Complex.sub_re, Complex.sub_im, Complex.I_re,
      Complex.I_im, Complex.ofReal_re, Complex.ofReal_im, Complex.conj_re, Complex.conj_im] <;>
    ring
```

## Two sites with a nonzero correction

`op2` is a 2×2 matrix, given row by row, acting on components `w 0` and `w 1`.

```lean
/-- The operator on two sites with matrix rows `(a, b)` and `(c, d)`. -/
def op2 (a b c d : ℂ) : Module.End ℂ (EuclideanSpace ℂ (Fin 2)) where
  toFun w := !₂[a * w 0 + b * w 1, c * w 0 + d * w 1]
  map_add' w w' := by ext i; fin_cases i <;> simp <;> ring
  map_smul' z w := by ext i; fin_cases i <;> simp <;> ring
```

Take the Pauli matrices H₀ = σ_x and x = σ_z. Then [σ_x, σ_z] = −2iσ_y, so p = 2σ_y. With χ = (1, 1) and c = 1, the vector u = (1, 1) has σ_x u = u and P_χ u = 2u, giving E_u = 3, while v = (1, −1) has σ_x v = −v and ⟨χ, v⟩ = 0, giving E_v = −1. From p v = (2i, 2i) follows ⟨u, p v⟩ = 4i, and from x v = (1, 1) the length form is i·4·2 = 8i. The difference matches the correction −i(2·2 − 0) = −4i. Both vectors have norm √2, so the normalised states give 2i and 4i; with χ normalised, the same potential has c = 2. The seven conjuncts of `momentum_rank_one_witness` are the two symmetries, the commutator, the two eigenvalue equations and the values 4i and 8i, each obtained by writing out components.

```lean
/-- On two sites `H₀ = σx` and `x = σz` are symmetric with `[H₀, x] = -i p` for `p = 2σy`, and
with `χ = (1, 1)`, `c = 1` the vectors `u = (1, 1)`, `v = (1, -1)` have energies `3` and `-1`.
Here `⟨u, p v⟩ = 4i` while `i (Eu - Ev) ⟨u, x v⟩ = 8i`. -/
theorem momentum_rank_one_witness :
    (op2 0 1 1 0).IsSymmetric ∧ (op2 1 0 0 (-1)).IsSymmetric ∧
    comm (op2 0 1 1 0) (op2 1 0 0 (-1)) = (-I) • op2 0 (-2 * I) (2 * I) 0 ∧
    hamiltonian (op2 0 1 1 0) 1 !₂[1, 1] !₂[1, 1]
      = ((3 : ℝ) : ℂ) • (!₂[1, 1] : EuclideanSpace ℂ (Fin 2)) ∧
    hamiltonian (op2 0 1 1 0) 1 !₂[1, 1] !₂[1, -1]
      = ((-1 : ℝ) : ℂ) • (!₂[1, -1] : EuclideanSpace ℂ (Fin 2)) ∧
    ⟪(!₂[1, 1] : EuclideanSpace ℂ (Fin 2)), op2 0 (-2 * I) (2 * I) 0 !₂[1, -1]⟫_ℂ = 4 * I ∧
    I * (((3 : ℝ) : ℂ) - ((-1 : ℝ) : ℂ)) *
      ⟪(!₂[1, 1] : EuclideanSpace ℂ (Fin 2)), op2 1 0 0 (-1) !₂[1, -1]⟫_ℂ = 8 * I := by
  refine ⟨?_, ?_, ?_, ?_, ?_, ?_, ?_⟩
  · intro a b
    simp [op2, PiLp.inner_apply, Fin.sum_univ_two]
    ring
  · intro a b
    simp [op2, PiLp.inner_apply, Fin.sum_univ_two]
  · refine LinearMap.ext fun w => ?_
    ext i
    fin_cases i <;> simp [comm, op2, Complex.ext_iff] <;>
      constructor <;> ring
  · ext i
    fin_cases i <;>
      simp [hamiltonian, ketBra, op2, PiLp.inner_apply, Fin.sum_univ_two] <;> norm_num
  · ext i
    fin_cases i <;>
      simp [hamiltonian, ketBra, op2, PiLp.inner_apply, Fin.sum_univ_two]
  · simp [op2, PiLp.inner_apply, Fin.sum_univ_two]
    ring
  · rw [PiLp.inner_apply, Fin.sum_univ_two]
    simp [op2]
    ring

end

end NonlocalMomentum
```

```lean
#print axioms NonlocalMomentum.momentum_separable
#print axioms NonlocalMomentum.momentum_expectation
```

```
'NonlocalMomentum.momentum_separable' depends on axioms: [propext, Classical.choice, Quot.sound]
'NonlocalMomentum.momentum_expectation' depends on axioms: [propext, Classical.choice, Quot.sound]
```
